# The density $f(n)\,n''+f'(n)\,n'^2$ is a total derivative with zero potential

When a semilocal functional contains a term $f(n)\,n''$, an implementation can replace it by $-f'(n)\,n'^2$ and so avoid second derivatives of the density in the energy. The two terms differ by

$$e = f(n)\,n'' + f'(n)\,n'^2 ,$$

so the replacement is safe if $e$ contributes nothing to the potential or to the energy. For a density profile $n(x)$ on the line, with $f$ and $n$ twice differentiable, the potential of $e$ is zero at every point. The energy is unaffected as well, provided that the energy densities are integrable and $f(n)\,n'$ tends to zero at both ends.

A prime on $n$, or on a bracket, means $d/dx$; a prime on $f$ or $g$ means the derivative with respect to its own argument.

```lean
import Mathlib

open Filter Topology MeasureTheory

namespace NullLaplacianDensity

noncomputable section
```

## Energy densities and their potentials

Smooth functions are more than the argument needs. It is enough that a function and its first derivative are differentiable; the second derivative may be discontinuous.

```lean
/-- A real function that is differentiable and whose derivative is differentiable. -/
def TwiceDiff (u : ℝ → ℝ) : Prop := Differentiable ℝ u ∧ Differentiable ℝ (deriv u)
```

A Laplacian-level energy density is a function $L(s,p,q)$ of three independent real variables. Along a profile they take the values $s=n(x)$, $p=n'(x)$ and $q=n''(x)$, which gives the energy per unit length at $x$.

```lean
/-- The energy density `L(n, n', n'')` evaluated along the density profile `n`. -/
def onProfile (L : ℝ → ℝ → ℝ → ℝ) (n : ℝ → ℝ) (x : ℝ) : ℝ :=
  L (n x) (deriv n x) (deriv (deriv n) x)
```

Each partial derivative is taken in one slot while the other two are frozen at their values on the profile. The first is $\partial L/\partial n$.

```lean
/-- The partial derivative `∂L/∂n` along the profile `n`. -/
def dDensity (L : ℝ → ℝ → ℝ → ℝ) (n : ℝ → ℝ) (x : ℝ) : ℝ :=
  deriv (fun s => L s (deriv n x) (deriv (deriv n) x)) (n x)
```

The second varies only the slot of $n'$.

```lean
/-- The partial derivative `∂L/∂n'` along the profile `n`. -/
def dGradient (L : ℝ → ℝ → ℝ → ℝ) (n : ℝ → ℝ) (x : ℝ) : ℝ :=
  deriv (fun p => L (n x) p (deriv (deriv n) x)) (deriv n x)
```

The third varies only the slot of $n''$, which in one dimension is the Laplacian of the density.

```lean
/-- The partial derivative `∂L/∂n''` along the profile `n`. -/
def dLaplacian (L : ℝ → ℝ → ℝ → ℝ) (n : ℝ → ℝ) (x : ℝ) : ℝ :=
  deriv (fun q => L (n x) (deriv n x) q) (deriv (deriv n) x)
```

Under a localised variation $\delta n$, the energy $E=\int L\,dx$ changes to first order by

$$\delta E=\int\left(\frac{\partial L}{\partial n}\,\delta n+\frac{\partial L}{\partial n'}\,\delta n'+\frac{\partial L}{\partial n''}\,\delta n''\right)dx .$$

One integration by parts in the second term and two in the third leave $\delta n$ multiplied by

$$v=\frac{\partial L}{\partial n}-\left(\frac{\partial L}{\partial n'}\right)'+\left(\frac{\partial L}{\partial n''}\right)'' .$$

This is the Euler-Lagrange expression, the functional's contribution to the potential. The code takes the formula as its definition, for arbitrary $L$; the variational argument is its motivation.

```lean
/-- The Euler-Lagrange expression (potential) `∂L/∂n - (∂L/∂n')' + (∂L/∂n'')''`. -/
def eulerLagrange (L : ℝ → ℝ → ℝ → ℝ) (n : ℝ → ℝ) (x : ℝ) : ℝ :=
  dDensity L n x - deriv (dGradient L n) x + deriv (deriv (dLaplacian L n)) x
```

The formula has its intended meaning only where the derivatives in it exist, since Lean's `deriv` returns zero where there is none. `Regular L n` collects what is needed: $L$ is differentiable in each slot along the profile, $\partial L/\partial n'$ is differentiable in $x$, and $\partial L/\partial n''$ is twice differentiable in $x$.

```lean
/-- All derivatives that enter the Euler-Lagrange expression of `L` along `n` exist. -/
structure Regular (L : ℝ → ℝ → ℝ → ℝ) (n : ℝ → ℝ) : Prop where
  density : ∀ x, DifferentiableAt ℝ (fun s => L s (deriv n x) (deriv (deriv n) x)) (n x)
  gradient : ∀ x, DifferentiableAt ℝ (fun p => L (n x) p (deriv (deriv n) x)) (deriv n x)
  laplacian : ∀ x, DifferentiableAt ℝ (fun q => L (n x) (deriv n x) q) (deriv (deriv n) x)
  gradient_along : Differentiable ℝ (dGradient L n)
  laplacian_along : TwiceDiff (dLaplacian L n)
```

## A family with an independent gradient coefficient

It is useful to let the coefficient of $n'^2$ be a second function $g$ and to study

$$L=f(n)\,n''+g(n)\,n'^2 .$$

The density $e$ is the member with $g=f'$, written `semilocal f (deriv f)`. Both functions live on the whole real line, so the differentiability assumptions made on them below include the point $n=0$. A fractional power such as $n^{1/3}$ fails there.

```lean
/-- The Laplacian-level energy density `f(n) n'' + g(n) n'^2`. -/
def semilocal (f g : ℝ → ℝ) (s p q : ℝ) : ℝ := f s * q + g s * p ^ 2
```

In the slot variables $L=f(s)\,q+g(s)\,p^2$, so

$$\frac{\partial L}{\partial n'}=2g(n)\,n',\qquad \frac{\partial L}{\partial n''}=f(n).$$

No differentiability of $f$, $g$ or $n$ is needed, because $f(n)$ and $g(n)$ are constants while $p$ or $q$ varies. The proof differentiates $p^2$ and $q$, multiplies by the constant coefficient and adds the constant remaining term.

```lean
variable {f g n : ℝ → ℝ}

/-- For `f(n) n'' + g(n) n'^2` the partial derivatives with respect to `n'` and `n''` are
`2 g(n) n'` and `f(n)`. -/
theorem semilocal_partials (f g n : ℝ → ℝ) :
    dGradient (semilocal f g) n = (fun x => 2 * g (n x) * deriv n x) ∧
    dLaplacian (semilocal f g) n = (fun x => f (n x)) := by
  constructor
  · funext x
    have hsq : HasDerivAt (fun p : ℝ => p ^ 2) (2 * deriv n x) (deriv n x) := by
      simpa using hasDerivAt_pow 2 (deriv n x)
    have h : dGradient (semilocal f g) n x = g (n x) * (2 * deriv n x) :=
      ((hsq.const_mul (g (n x))).const_add (f (n x) * deriv (deriv n) x)).deriv
    rw [h]
    ring
  · funext x
    have h : dLaplacian (semilocal f g) n x = f (n x) * 1 :=
      (((hasDerivAt_id' (deriv (deriv n) x)).const_mul (f (n x))).add_const
        (g (n x) * deriv n x ^ 2)).deriv
    rw [h, mul_one]
```

The total derivatives in $v$ also need the chain rule along the profile, $(f(n))'=f'(n)\,n'$. It is stated as an equality of functions so that the result can be differentiated again.

```lean
/-- Chain rule along a differentiable profile: `(f(n))' = f'(n) n'` for differentiable `f`. -/
theorem deriv_along (hf : Differentiable ℝ f) (hn : Differentiable ℝ n) :
    deriv (fun x => f (n x)) = fun x => deriv f (n x) * deriv n x :=
  funext fun x => ((hf (n x)).hasDerivAt.comp x (hn x).hasDerivAt).deriv
```

## The total derivative

By the product rule and the chain rule,

$$\big(f(n)\,n'\big)'=f'(n)\,n'\cdot n'+f(n)\,n''=e .$$

The Lean statement uses `HasDerivAt`, which says that $f(n)\,n'$ is differentiable at $x$ and that its derivative there is $e$. The term `h1` is the chain rule, `fun_mul` is the product rule, and `ring` reorders the terms. Here $f$ need only be differentiable once.

```lean
/-- For differentiable `f` and twice differentiable `n`, the energy density
`f(n) n'' + f'(n) n'^2` is the derivative of `f(n) n'`. -/
theorem hasDerivAt_flux (hf : Differentiable ℝ f) (hn : TwiceDiff n) (x : ℝ) :
    HasDerivAt (fun y => f (n y) * deriv n y) (onProfile (semilocal f (deriv f)) n x) x := by
  have h1 : HasDerivAt (fun y => f (n y)) (deriv f (n x) * deriv n x) x :=
    (hf (n x)).hasDerivAt.comp x (hn.1 x).hasDerivAt
  refine (h1.fun_mul (hn.2 x).hasDerivAt).congr_deriv ?_
  simp only [onProfile, semilocal]
  ring
```

## The potential in closed form

For the whole family, the remaining partial derivative is

$$\frac{\partial L}{\partial n}=f'(n)\,n''+g'(n)\,n'^2 .$$

The two total derivatives are

$$\big(2g(n)\,n'\big)'=2g'(n)\,n'^2+2g(n)\,n'',$$

$$\big(f(n)\big)''=\big(f'(n)\,n'\big)'=f''(n)\,n'^2+f'(n)\,n'' .$$

Subtracting the first from $\partial L/\partial n$ and adding the second gives

$$v=2\big(f'(n)-g(n)\big)\,n''+\big(f''(n)-g'(n)\big)\,n'^2 .$$

No derivative of $n$ beyond the second appears, which is why a twice differentiable profile suffices. In the proof, `h0` is $\partial L/\partial n$, while `h1` and `h2` are the two total derivatives. The rewriting inserts them into the definition, and `ring` collects the coefficients.

```lean
/-- For twice differentiable `f` and `n` and differentiable `g`, the potential of
`f(n) n'' + g(n) n'^2` is `2 (f'(n) - g(n)) n'' + (f''(n) - g'(n)) n'^2`. -/
theorem eulerLagrange_semilocal (hf : TwiceDiff f) (hg : Differentiable ℝ g)
    (hn : TwiceDiff n) (x : ℝ) :
    eulerLagrange (semilocal f g) n x =
      2 * (deriv f (n x) - g (n x)) * deriv (deriv n) x +
        (deriv (deriv f) (n x) - deriv g (n x)) * deriv n x ^ 2 := by
  have hn1 := (hn.1 x).hasDerivAt
  have hn2 := (hn.2 x).hasDerivAt
  have h0 : dDensity (semilocal f g) n x =
      deriv f (n x) * deriv (deriv n) x + deriv g (n x) * deriv n x ^ 2 :=
    (((hf.1 (n x)).hasDerivAt.mul_const (deriv (deriv n) x)).fun_add
      ((hg (n x)).hasDerivAt.mul_const (deriv n x ^ 2))).deriv
  -- the two total derivatives along the profile
  have hgn : HasDerivAt (fun y => g (n y)) (deriv g (n x) * deriv n x) x :=
    (hg (n x)).hasDerivAt.comp x hn1
  have hfn : HasDerivAt (fun y => deriv f (n y)) (deriv (deriv f) (n x) * deriv n x) x :=
    (hf.2 (n x)).hasDerivAt.comp x hn1
  have h1 := ((hgn.const_mul 2).fun_mul hn2).deriv
  have h2 := (hfn.fun_mul hn2).deriv
  unfold eulerLagrange
  rw [h0, (semilocal_partials f g n).1, (semilocal_partials f g n).2,
    deriv_along hf.1 hn.1, h1, h2]
  ring
```

The same computations show that every derivative entering $v$ exists, so the family is regular along $n$. The first three fields concern the slots. The last two use the explicit forms $2g(n)\,n'$ and $f(n)$, together with the differentiability of compositions and products.

```lean
/-- The density `f(n) n'' + g(n) n'^2` is regular along `n` when `f` and `n` are twice
differentiable and `g` is differentiable. -/
theorem regular_semilocal (hf : TwiceDiff f) (hg : Differentiable ℝ g) (hn : TwiceDiff n) :
    Regular (semilocal f g) n where
  density x := ((hf.1 (n x)).mul_const _).add ((hg (n x)).mul_const _)
  gradient x := by simp only [semilocal]; fun_prop
  laplacian x := by simp only [semilocal]; fun_prop
  gradient_along := by
    rw [(semilocal_partials f g n).1]
    exact ((hg.comp hn.1).const_mul 2).mul hn.2
  laplacian_along := by
    rw [(semilocal_partials f g n).2]
    refine ⟨hf.1.comp hn.1, ?_⟩
    rw [deriv_along hf.1 hn.1]
    exact (hf.2.comp hn.1).mul hn.2
```

## Adding energy densities

For two regular densities $L$ and $M$, each partial derivative of $L+M$ is the sum of the separate ones, and so are the total derivatives taken afterwards. Hence

$$v_{L+M}=v_L+v_M .$$

In the proof, `h1`, `h2` and `h3` treat the three slots. The steps `h4` and `h6` carry the sum through the two derivatives of $\partial L/\partial n''$, and `h5` carries it through the single derivative of $\partial L/\partial n'$.

```lean
/-- The potential of a sum of two regular energy densities is the sum of their potentials. -/
theorem eulerLagrange_add {L M : ℝ → ℝ → ℝ → ℝ} (hL : Regular L n) (hM : Regular M n)
    (x : ℝ) : eulerLagrange (L + M) n x = eulerLagrange L n x + eulerLagrange M n x := by
  have h1 : dDensity (L + M) n x = dDensity L n x + dDensity M n x :=
    ((hL.density x).hasDerivAt.add (hM.density x).hasDerivAt).deriv
  have h2 : dGradient (L + M) n = fun y => dGradient L n y + dGradient M n y :=
    funext fun y => ((hL.gradient y).hasDerivAt.add (hM.gradient y).hasDerivAt).deriv
  have h3 : dLaplacian (L + M) n = fun y => dLaplacian L n y + dLaplacian M n y :=
    funext fun y => ((hL.laplacian y).hasDerivAt.add (hM.laplacian y).hasDerivAt).deriv
  have h4 : deriv (fun y => dLaplacian L n y + dLaplacian M n y) =
      fun y => deriv (dLaplacian L n) y + deriv (dLaplacian M n) y :=
    funext fun y => ((hL.laplacian_along.1 y).hasDerivAt.fun_add
      (hM.laplacian_along.1 y).hasDerivAt).deriv
  have h5 := ((hL.gradient_along x).hasDerivAt.fun_add (hM.gradient_along x).hasDerivAt).deriv
  have h6 := ((hL.laplacian_along.2 x).hasDerivAt.fun_add
    (hM.laplacian_along.2 x).hasDerivAt).deriv
  unfold eulerLagrange
  rw [h1, h2, h3, h4, h5, h6]
  ring
```

## When the potential vanishes

If $g=f'$, then $g'=f''$ as well, and both brackets in the closed form are zero. The Euler-Lagrange expression of $e$ therefore vanishes for every twice differentiable profile and at every $x$.

Within the family this is the only such case. Suppose that the potential vanishes for all twice differentiable profiles, and choose a real number $c$. The profile $n(x)=c+x^2$ has $n(0)=c$, $n'(0)=0$ and $n''(0)=2$, so the closed form at the origin reads

$$0=4\big(f'(c)-g(c)\big).$$

Since $c$ is arbitrary, $g=f'$. The theorem states both directions as an equivalence. Its profiles need not be positive or normalisable, and the parabola is not a physical density; it serves to isolate one coefficient at one point.

In the Lean proof, `hsq` and `d2` supply the derivatives of the parabola, `key` is the closed form evaluated at the origin, and `linarith` extracts $g(c)=f'(c)$. The reverse direction substitutes $g=f'$ and simplifies.

```lean
/-- For twice differentiable `f` and differentiable `g`, the potential of
`f(n) n'' + g(n) n'^2` vanishes for every twice differentiable profile exactly when `g = f'`. -/
theorem eulerLagrange_eq_zero_iff (hf : TwiceDiff f) (hg : Differentiable ℝ g) :
    (∀ n, TwiceDiff n → ∀ x, eulerLagrange (semilocal f g) n x = 0) ↔ g = deriv f := by
  constructor
  · intro h
    funext c
    -- the parabola c + x^2 has zero slope and nonzero curvature at the origin
    have hsq : ∀ x : ℝ, HasDerivAt (fun y : ℝ => c + y ^ 2) (2 * x) x := fun x => by
      have h2 : HasDerivAt (fun y : ℝ => y ^ 2) (2 * x) x := by
        simpa using hasDerivAt_pow 2 x
      exact h2.const_add c
    have d1 : deriv (fun y : ℝ => c + y ^ 2) = fun x => 2 * x := funext fun x => (hsq x).deriv
    have d2 : ∀ x : ℝ, HasDerivAt (fun y : ℝ => 2 * y) 2 x := fun x => by
      simpa using (hasDerivAt_id' x).const_mul (2 : ℝ)
    have hn : TwiceDiff (fun y : ℝ => c + y ^ 2) :=
      ⟨fun x => (hsq x).differentiableAt, by
        rw [d1]
        exact fun x => (d2 x).differentiableAt⟩
    have key := h _ hn 0
    rw [eulerLagrange_semilocal hf hg hn, d1, (d2 0).deriv] at key
    simp only [mul_zero, ne_eq, OfNat.ofNat_ne_zero, not_false_eq_true, zero_pow,
      add_zero] at key
    linarith
  · intro h n hn x
    rw [eulerLagrange_semilocal hf hg hn, h]
    ring
```

## No change in potential or energy

Now let $L$ be any density that is regular along $n$. Additivity and the vanishing potential of $e$ give

$$v_{L+e}=v_L+0=v_L$$

at every point. The proof is these two rewrites, with `regular_semilocal` supplying the regularity of $e$. For the replacement described at the start, $L$ is the functional that already contains $-f'(n)\,n'^2$, and adding $e$ restores $f(n)\,n''$.

```lean
/-- Adding `f(n) n'' + f'(n) n'^2` to a regular energy density leaves its potential unchanged,
for twice differentiable `f` and `n`. -/
theorem potential_unchanged {L : ℝ → ℝ → ℝ → ℝ} (hL : Regular L n) (hf : TwiceDiff f)
    (hn : TwiceDiff n) (x : ℝ) :
    eulerLagrange (L + semilocal f (deriv f)) n x = eulerLagrange L n x := by
  rw [eulerLagrange_add hL (regular_semilocal hf hf.2 hn),
    (eulerLagrange_eq_zero_iff hf hf.2).2 rfl n hn x, add_zero]
```

The energy is a statement about the whole line, so it depends on the ends. Since $e$ is the derivative of $f(n)\,n'$,

$$\int_{-\infty}^{\infty}e\,dx=\lim_{x\to\infty}f(n)\,n'-\lim_{x\to-\infty}f(n)\,n'=0-0=0 ,$$

and therefore

$$\int_{-\infty}^{\infty}(L+e)\,dx=\int_{-\infty}^{\infty}L\,dx .$$

The vanishing limits stand for a localised system: if $n$ and $n'$ both tend to zero far away, then $f(n)$ stays bounded, because $f$ is continuous at zero, and the product tends to zero. Integrability of both densities is assumed separately; it allows the integral of the sum to be split. Regularity of $L$ plays no part here, and $f$ again need only be differentiable once.

In the proof, `hzero` combines `hasDerivAt_flux` with the fundamental theorem of calculus on the line, and the final calculation splits the integral and removes the zero term. The theorem treats the whole line in one Cartesian dimension. In three dimensions the boundary term would be the flux of $f(n)\nabla n$ through a distant surface, and in a periodic cell the contributions of opposite faces cancel; neither case is proved here.

```lean
/-- Adding `f(n) n'' + f'(n) n'^2` leaves the total energy on the line unchanged, for
differentiable `f` and twice differentiable `n`, if both energy densities are integrable and
`f(n) n'` tends to zero at both ends. -/
theorem energy_unchanged {L : ℝ → ℝ → ℝ → ℝ} (hf : Differentiable ℝ f) (hn : TwiceDiff n)
    (hL : Integrable (onProfile L n))
    (he : Integrable (onProfile (semilocal f (deriv f)) n))
    (hbot : Tendsto (fun x => f (n x) * deriv n x) atBot (𝓝 0))
    (htop : Tendsto (fun x => f (n x) * deriv n x) atTop (𝓝 0)) :
    ∫ x, onProfile (L + semilocal f (deriv f)) n x = ∫ x, onProfile L n x := by
  -- the added energy is the difference of the boundary values of f(n) n'
  have hzero : ∫ x, onProfile (semilocal f (deriv f)) n x = 0 :=
    (integral_of_hasDerivAt_of_tendsto (hasDerivAt_flux hf hn) he hbot htop).trans (sub_self 0)
  calc ∫ x, onProfile (L + semilocal f (deriv f)) n x
      = ∫ x, (onProfile L n x + onProfile (semilocal f (deriv f)) n x) := rfl
    _ = ∫ x, onProfile L n x := by rw [integral_add hL he, hzero, add_zero]

end

end NullLaplacianDensity
```

```lean
#print axioms NullLaplacianDensity.potential_unchanged
#print axioms NullLaplacianDensity.energy_unchanged
```

```
'NullLaplacianDensity.potential_unchanged' depends on axioms: [propext, Classical.choice, Quot.sound]
'NullLaplacianDensity.energy_unchanged' depends on axioms: [propext, Classical.choice, Quot.sound]
```
